# The nonmagnetic SCF solution of the mean-field Hubbard dimer is a local energy maximum in the staggered moment for t > 0 and U > 2t

Two electrons of opposite spin share two sites. Hopping, with amplitude $t>0$, favours spreading each electron evenly over both sites, while the on-site repulsion $U$ favours keeping them apart. A self-consistent field calculation started from the even, nonmagnetic state returns exactly that state, so its residual is zero and the calculation reports convergence. Has it found a minimum of the energy?

For $U>2t$ it has not. Along the family of states labelled by the staggered moment $m$, the nonmagnetic point is a strict local maximum, and the minima lie at two nonzero moments of opposite sign. In this one-parameter mean-field model, a residual test alone therefore cannot tell a stable SCF solution from an unstable one.

```lean
import Mathlib

open Set Filter Topology Matrix

namespace HubbardDimerSCF

noncomputable section
```

## Energy, Fock matrix and iteration

Call the sites 0 and 1, and let $\varphi$ and $\psi$ be the real orbitals of the spin-up and spin-down electron. The unrestricted Hartree–Fock energy is

$$E_{\rm HF}=-2t(\varphi_0\varphi_1+\psi_0\psi_1)+U(\varphi_0^2\psi_0^2+\varphi_1^2\psi_1^2).$$

An orbital is a function `Fin 2 → ℝ`. Normalisation is not part of the definition and enters later as a hypothesis.

```lean
/-- Unrestricted Hartree-Fock energy of the two-site Hubbard model with one spin-up electron in the
normalised real orbital `φ` and one spin-down electron in the normalised real orbital `ψ`. -/
def hfEnergy (t U : ℝ) (φ ψ : Fin 2 → ℝ) : ℝ :=
  -2 * t * (φ 0 * φ 1 + ψ 0 * ψ 1) + U * (φ 0 ^ 2 * ψ 0 ^ 2 + φ 1 ^ 2 * ψ 1 ^ 2)
```

Let the spin-up orbital be normalised with nonnegative amplitudes, let the spin-down orbital be its mirror image, and let $m$ be the spin-up density minus the spin-down density on site 0. On site 1 the difference is then $-m$. The energy becomes a function of $m$ alone,

$$E(m)=-2t\sqrt{1-m^2}+\tfrac U2(1-m^2),\qquad -1\le m\le 1.$$

```lean
/-- Mean-field dimer energy as a function of the staggered moment `m`, for `-1 ≤ m ≤ 1`. -/
def dimerEnergy (t U m : ℝ) : ℝ :=
  -2 * t * Real.sqrt (1 - m ^ 2) + U * (1 - m ^ 2) / 2
```

The candidate for the magnetic solution is $m_*=\sqrt{1-4t^2/U^2}$.

```lean
/-- The moment `√(1 - 4t²/U²)`, for `0 < 2t ≤ U`. -/
def brokenMoment (t U : ℝ) : ℝ := Real.sqrt (1 - 4 * t ^ 2 / U ^ 2)
```

The spin-up electron feels the spin-down density, which is $(1-m)/2$ on site 0 and $(1+m)/2$ on site 1. Its Fock matrix is

$$F(m)=\begin{pmatrix}U(1-m)/2&-t\\-t&U(1+m)/2\end{pmatrix}.$$

```lean
/-- Spin-up Fock matrix in the field of the spin-down densities `(1 - m)/2` and `(1 + m)/2`. -/
def fock (t U m : ℝ) : Matrix (Fin 2) (Fin 2) ℝ :=
  !![U * (1 - m) / 2, -t; -t, U * (1 + m) / 2]
```

Solving for its lowest orbital and reading off the new moment gives the SCF map, derived below:

$$g(m)=\frac{Um}{\sqrt{4t^2+U^2m^2}}.$$

```lean
/-- The SCF map from input moment to output moment, for `t ≠ 0`. -/
def scfMap (t U m : ℝ) : ℝ := U * m / Real.sqrt ((2 * t) ^ 2 + (U * m) ^ 2)
```

The residual is $g(m)-m$. Damped iteration with mixing parameter $\beta$ replaces $m$ by $m+\beta(g(m)-m)$. An Anderson step combines such updates over $n$ stored iterates $x_i$ with weights $\alpha_i$:

$$x_{\rm new}=\sum_i\alpha_i\bigl(x_i+\beta(g(x_i)-x_i)\bigr).$$

The definition leaves the weights free. The least-squares problem that normally selects them is not modelled.

```lean
/-- One Anderson step for the map `g`, with mixing parameter `β`, weights `α` and
stored iterates `x`. -/
def andersonStep {n : ℕ} (g : ℝ → ℝ) (β : ℝ) (α x : Fin n → ℝ) : ℝ :=
  ∑ i, α i * (x i + β * (g (x i) - x i))
```

## From orbitals to a single moment

Take $\varphi=(a,b)$ and $\psi=(b,a)$ with $a,b\ge0$ and $a^2+b^2=1$. Then $m=a^2-b^2$, and

$$1-m^2=(a^2+b^2)^2-(a^2-b^2)^2=(2ab)^2 .$$

Since $2ab\ge0$, it equals $\sqrt{1-m^2}$. The orbital energy is $-4t\,ab+2Ua^2b^2=-2t(2ab)+\tfrac U2(2ab)^2$, which is $E(m)$. In the code, `h` is the displayed identity, and `Real.sqrt_sq` uses the sign of $2ab$.

```lean
/-- For normalised mirror-image orbitals with nonnegative amplitudes `a` and `b`, the
Hartree-Fock energy is the dimer energy at the moment `a² - b²`. -/
theorem hfEnergy_eq_dimerEnergy (t U : ℝ) {a b : ℝ} (ha : 0 ≤ a) (hb : 0 ≤ b)
    (hn : a ^ 2 + b ^ 2 = 1) :
    hfEnergy t U ![a, b] ![b, a] = dimerEnergy t U (a ^ 2 - b ^ 2) := by
  have h : 1 - (a ^ 2 - b ^ 2) ^ 2 = (2 * a * b) ^ 2 := by
    linear_combination (-(a ^ 2 + b ^ 2 + 1)) * hn
  rw [dimerEnergy, h, Real.sqrt_sq (by positivity)]
  simp only [hfEnergy, Matrix.cons_val_zero, Matrix.cons_val_one]
  ring
```

For the SCF map, write the eigenvector equation $F(m)(a,b)^T=\varepsilon(a,b)^T$ in components:

$$\tfrac U2(1-m)a-tb=\varepsilon a,\qquad -ta+\tfrac U2(1+m)b=\varepsilon b.$$

Multiply the first by $b$, the second by $a$, and subtract. The orbital energy $\varepsilon$ drops out and leaves

$$t(a^2-b^2)=Um\,ab .$$

Let $R=\sqrt{4t^2+U^2m^2}$. Normalisation gives $(a^2-b^2)^2+(2ab)^2=1$. Multiplying by $4t^2$ and inserting the previous relation yields $(2ab)^2R^2=4t^2$, so $2ab=2t/R$ because both sides are positive. Hence $a^2-b^2=Um/R=g(m)$.

In the proof, `key` is the relation $t(a^2-b^2)=Um\,ab$, and `hx` is $2ab=2t/R$ multiplied by $R$. The theorem assumes an eigenvector with positive amplitudes. For $t>0$ this is the lowest orbital, the one that an SCF step occupies; the other eigenvector has a node between the sites.

```lean
/-- For `t > 0`, a normalised eigenvector of the Fock matrix with positive amplitudes
has the moment given by the SCF map. -/
theorem fock_orbital_moment {t U m a b ε : ℝ} (ht : 0 < t) (ha : 0 < a) (hb : 0 < b)
    (hn : a ^ 2 + b ^ 2 = 1) (h : fock t U m *ᵥ ![a, b] = ε • ![a, b]) :
    a ^ 2 - b ^ 2 = scfMap t U m := by
  have e0 := congrFun h 0
  have e1 := congrFun h 1
  simp [fock, Matrix.mulVec, dotProduct, Fin.sum_univ_two] at e0 e1
  -- eliminate the orbital energy
  have key : t * (a ^ 2 - b ^ 2) = U * m * (a * b) := by
    linear_combination b * e0 - a * e1
  have hR : 0 < Real.sqrt ((2 * t) ^ 2 + (U * m) ^ 2) := Real.sqrt_pos.2 (by positivity)
  have hR2 := Real.sq_sqrt (show 0 ≤ (2 * t) ^ 2 + (U * m) ^ 2 by positivity)
  rw [scfMap, eq_div_iff hR.ne']
  set R := Real.sqrt ((2 * t) ^ 2 + (U * m) ^ 2)
  -- normalisation fixes the bond order `2ab`
  have hx : R * (2 * a * b) = 2 * t := by
    apply (sq_eq_sq₀ (by positivity) (by positivity)).1
    linear_combination (2 * a * b) ^ 2 * hR2
      - 2 * (2 * t * (a ^ 2 - b ^ 2) + U * m * (2 * a * b)) * key
      + 4 * t ^ 2 * (a ^ 2 + b ^ 2 + 1) * hn
  apply mul_left_cancel₀ ht.ne'
  linear_combination R * key + (U * m / 2) * hx
```

## A maximum between two minima

When $0<2t<U$, the number $1-4t^2/U^2$ is positive, so $m^2=1-4t^2/U^2$ means $m=m_*$ or $m=-m_*$.

```lean
/-- For `0 < 2t < U`, the moments with `m² = 1 - 4t²/U²` are the broken-symmetry moment
and its negative. -/
theorem sq_eq_iff_brokenMoment {t U m : ℝ} (ht : 0 < t) (hU : 2 * t < U) :
    m ^ 2 = 1 - 4 * t ^ 2 / U ^ 2 ↔ m = brokenMoment t U ∨ m = -brokenMoment t U := by
  have hU0 : 0 < U := by linarith
  have h1 : 4 * t ^ 2 / U ^ 2 ≤ 1 := by
    rw [div_le_one (by positivity)]
    nlinarith
  rw [← sq_eq_sq_iff_eq_or_eq_neg, brokenMoment, Real.sq_sqrt (by linarith)]
```

Put $s=\sqrt{1-m^2}$. Then $E=-2ts+\tfrac U2s^2$, and completing the square gives

$$E(m)=\frac U2\Bigl(s-\frac{2t}U\Bigr)^2-\frac{2t^2}U .$$

The auxiliary statement `hs` proves the algebra for an arbitrary $s$, after which $s^2$ is replaced by $1-m^2$.

```lean
/-- For `U ≠ 0` and `m² ≤ 1`, the dimer energy is a complete square in `√(1 - m²)`
plus the constant `-2t²/U`. -/
theorem dimerEnergy_eq_square {t U m : ℝ} (hU : U ≠ 0) (hm : m ^ 2 ≤ 1) :
    dimerEnergy t U m =
      U / 2 * (Real.sqrt (1 - m ^ 2) - 2 * t / U) ^ 2 - 2 * t ^ 2 / U := by
  have h := Real.sq_sqrt (show 0 ≤ 1 - m ^ 2 by linarith)
  have hs : ∀ s : ℝ, U / 2 * (s - 2 * t / U) ^ 2 - 2 * t ^ 2 / U
      = -2 * t * s + U / 2 * s ^ 2 := by
    intro s
    field_simp
    ring
  rw [hs, h, dimerEnergy]
  ring
```

The central theorem has three parts.

**Zero derivative.** The inner function $1-m^2$ has derivative zero at $m=0$, and the square root is differentiable at $1$. The chain rule gives $E'(0)=0$. In `HasDerivAt (dimerEnergy t U) 0 0` the first zero is the derivative and the second is the point.

**Strict local maximum.** Subtracting the energies gives

$$E(0)-E(m)=(1-s)\Bigl(\tfrac U2(1+s)-2t\Bigr).$$

For small $m\neq0$ we have $s<1$, so the first factor is positive. The second tends to $U-2t>0$ as $m\to0$, so it is positive near zero. The filter `𝓝[≠] (0 : ℝ)` expresses "for all $m\ne0$ close enough to zero". Continuity supplies the bound on the second factor, and `nlinarith` receives the product of the two positive factors.

**Global minimizers.** The completed square is smallest when $s=2t/U$, a value that is attained because $2t/U<1$. This gives $m^2=1-4t^2/U^2$, hence $m=\pm m_*$. The Lean statement is an equivalence: a moment lies in $[-1,1]$ and minimises $E$ there exactly when it is $m_*$ or $-m_*$. In the forward direction a minimizer is compared with $m_*$, where the square vanishes, so its own square must vanish too. In the reverse direction the square at any other moment is nonnegative.

```lean
/-- For `0 < 2t < U`, the dimer energy has zero derivative and a strict local maximum at
`m = 0`, and its global minimizers on `[-1, 1]` are exactly `√(1 - 4t²/U²)` and its negative. -/
theorem stationary_maximum_and_minimizers {t U : ℝ} (ht : 0 < t) (hU : 2 * t < U) :
    HasDerivAt (dimerEnergy t U) 0 0 ∧
    (∀ᶠ m in 𝓝[≠] (0 : ℝ), dimerEnergy t U m < dimerEnergy t U 0) ∧
    ∀ m : ℝ, (m ∈ Icc (-1 : ℝ) 1 ∧ IsMinOn (dimerEnergy t U) (Icc (-1) 1) m) ↔
      (m = brokenMoment t U ∨ m = -brokenMoment t U) := by
  have hU0 : 0 < U := by linarith
  refine ⟨?_, ?_, ?_⟩
  · have h : HasDerivAt (fun m : ℝ => 1 - m ^ 2) 0 0 :=
      ((hasDerivAt_pow 2 (0 : ℝ)).const_sub 1).congr_deriv (by norm_num)
    have hd := ((h.sqrt (by norm_num)).const_mul (-2 * t)).fun_add
      ((h.const_mul U).div_const 2)
    exact hd.congr_deriv (by simp)
  · have hc : Continuous fun m : ℝ => U * (1 + Real.sqrt (1 - m ^ 2)) :=
      continuous_const.mul (continuous_const.add
        (by fun_prop : Continuous fun m : ℝ => 1 - m ^ 2).sqrt)
    have h1 : ∀ᶠ m in 𝓝 (0 : ℝ), 4 * t < U * (1 + Real.sqrt (1 - m ^ 2)) :=
      continuousAt_const.eventually_lt hc.continuousAt (by norm_num; linarith)
    have h2 : ∀ᶠ m in 𝓝 (0 : ℝ), m ^ 2 < 1 :=
      (continuous_pow 2).continuousAt.eventually_lt continuousAt_const (by norm_num)
    filter_upwards [nhdsWithin_le_nhds h1, nhdsWithin_le_nhds h2, self_mem_nhdsWithin]
      with m a b hm
    have hm0 : m ≠ 0 := hm
    have hp : 0 < m ^ 2 := by positivity
    have hs1 : Real.sqrt (1 - m ^ 2) < 1 := (Real.sqrt_lt' one_pos).2 (by linarith)
    have hs := Real.sq_sqrt (show 0 ≤ 1 - m ^ 2 by linarith)
    have hs' : U * Real.sqrt (1 - m ^ 2) ^ 2 = U * (1 - m ^ 2) := by rw [hs]
    have hE : dimerEnergy t U 0 = -2 * t + U / 2 := by norm_num [dimerEnergy]
    rw [hE, dimerEnergy]
    -- the energy drop factorises
    nlinarith [mul_pos (sub_pos.2 hs1) (sub_pos.2 a)]
  · have hq : (2 * t / U) ^ 2 = 4 * t ^ 2 / U ^ 2 := by ring
    have hq0 : 0 ≤ 4 * t ^ 2 / U ^ 2 := by positivity
    have root : ∀ x : ℝ, x ^ 2 = 1 - 4 * t ^ 2 / U ^ 2 →
        Real.sqrt (1 - x ^ 2) = 2 * t / U := by
      intro x hx
      rw [show 1 - x ^ 2 = (2 * t / U) ^ 2 by linarith, Real.sqrt_sq (by positivity)]
    intro m
    constructor
    · rintro ⟨hm, hmin⟩
      have hm2 : m ^ 2 ≤ 1 := by nlinarith [hm.1, hm.2]
      have hb := (sq_eq_iff_brokenMoment ht hU).2 (Or.inl (rfl : brokenMoment t U = _))
      have hb2 : brokenMoment t U ^ 2 ≤ 1 := by linarith
      have hle := isMinOn_iff.1 hmin (brokenMoment t U)
        ⟨by nlinarith, by nlinarith⟩
      rw [dimerEnergy_eq_square hU0.ne' hm2, dimerEnergy_eq_square hU0.ne' hb2,
        root _ hb, sub_self] at hle
      -- a minimizer must make the square vanish
      have hz : Real.sqrt (1 - m ^ 2) - 2 * t / U = 0 := by
        by_contra hne
        have hp : 0 < U / 2 * (Real.sqrt (1 - m ^ 2) - 2 * t / U) ^ 2 := by positivity
        linarith
      have hs := Real.sq_sqrt (show 0 ≤ 1 - m ^ 2 by linarith)
      rw [sub_eq_zero.1 hz] at hs
      exact (sq_eq_iff_brokenMoment ht hU).1 (by linarith)
    · intro h
      have hb := (sq_eq_iff_brokenMoment ht hU).2 h
      have hm2 : m ^ 2 ≤ 1 := by linarith
      refine ⟨⟨by nlinarith, by nlinarith⟩, isMinOn_iff.2 fun y hy => ?_⟩
      have hy2 : y ^ 2 ≤ 1 := by nlinarith [hy.1, hy.2]
      rw [dimerEnergy_eq_square hU0.ne' hm2, dimerEnergy_eq_square hU0.ne' hy2,
        root _ hb, sub_self]
      have hp : 0 ≤ U / 2 * (Real.sqrt (1 - y ^ 2) - 2 * t / U) ^ 2 := by positivity
      linarith
```

The minimisation runs over mirror-image states only; general pairs of orbitals are not compared.

As $U$ decreases to $2t$, $m_*$ tends to zero and the two minima merge with the maximum. At $U=2t$ the energy is $t(s-1)^2-t$, whose only minimum is at $m=0$.

## Zero residual and growing errors

A fixed point satisfies $Um=mR$. Either $m=0$, or $R=U$, which means $4t^2+U^2m^2=U^2$ and so $m=\pm m_*$. The residual thus vanishes at the maximum and at both minima, and nowhere else. The code makes the same case split and cancels $m$ when it is nonzero.

```lean
/-- For `0 < 2t < U`, the SCF residual vanishes exactly at zero moment and at the two
broken-symmetry moments. -/
theorem scf_fixed_iff {t U m : ℝ} (ht : 0 < t) (hU : 2 * t < U) :
    scfMap t U m = m ↔ m = 0 ∨ m = brokenMoment t U ∨ m = -brokenMoment t U := by
  have hU0 : 0 < U := by linarith
  have hR : 0 < Real.sqrt ((2 * t) ^ 2 + (U * m) ^ 2) := Real.sqrt_pos.2 (by positivity)
  have hR2 := Real.sq_sqrt (show 0 ≤ (2 * t) ^ 2 + (U * m) ^ 2 by positivity)
  have hc : U ^ 2 * (4 * t ^ 2 / U ^ 2) = 4 * t ^ 2 := by field_simp
  rw [← sq_eq_iff_brokenMoment ht hU, scfMap, div_eq_iff hR.ne']
  constructor
  · intro h
    rcases eq_or_ne m 0 with h0 | h0
    · exact Or.inl h0
    · right
      have hRU : Real.sqrt ((2 * t) ^ 2 + (U * m) ^ 2) = U :=
        mul_left_cancel₀ h0 (by linarith)
      rw [hRU] at hR2
      apply mul_left_cancel₀ (pow_ne_zero 2 hU0.ne')
      linear_combination -hR2 + hc
  · rintro (h | h)
    · simp [h]
    · have e : (2 * t) ^ 2 + (U * m) ^ 2 = U ^ 2 := by
        linear_combination U ^ 2 * h - hc
      rw [e, Real.sqrt_sq hU0.le]
      ring
```

The solutions differ in their response to a small error. At $\pm m_*$, where $R=U$, the derivative is $g'=4t^2U/R^3=4t^2/U^2<1$, so damped iteration with $0<\beta\le1$ shrinks a small error there; the code does not prove this part. At $m=0$ the denominator of $g$ equals $2t$ and has zero derivative, so $g'(0)=U/(2t)$. The damped map therefore has the derivative

$$1+\beta\Bigl(\frac U{2t}-1\Bigr)>1\qquad(\beta>0).$$

To first order, each step multiplies a small moment by this factor, so reducing $\beta$ slows the growth without stopping it. The theorem states the derivative and the inequality; it does not follow the iterates over many steps.

```lean
/-- For `0 < 2t < U` and any mixing parameter `β > 0`, the damped SCF map has derivative
`1 + β (U/(2t) - 1)` at zero moment, and this exceeds one. -/
theorem damped_scf_unstable {t U β : ℝ} (ht : 0 < t) (hU : 2 * t < U) (hβ : 0 < β) :
    HasDerivAt (fun m => m + β * (scfMap t U m - m)) (1 + β * (U / (2 * t) - 1)) 0 ∧
      1 < 1 + β * (U / (2 * t) - 1) := by
  have hR : Real.sqrt ((2 * t) ^ 2 + (U * 0) ^ 2) = 2 * t := by
    rw [mul_zero, zero_pow two_ne_zero, add_zero, Real.sqrt_sq (by positivity)]
  have h1 : HasDerivAt (fun m : ℝ => U * m) U 0 :=
    ((hasDerivAt_id' (0 : ℝ)).const_mul U).congr_deriv (mul_one U)
  have h2 : HasDerivAt (fun m : ℝ => Real.sqrt ((2 * t) ^ 2 + (U * m) ^ 2)) 0 0 :=
    (((h1.fun_pow 2).const_add ((2 * t) ^ 2)).sqrt (by positivity)).congr_deriv (by simp)
  have hg : HasDerivAt (scfMap t U) (U / (2 * t)) 0 := by
    refine (h1.fun_div h2 (by rw [hR]; positivity)).congr_deriv ?_
    rw [hR]
    simp only [mul_zero, sub_zero]
    field_simp
  have hid := hasDerivAt_id' (0 : ℝ)
  refine ⟨hid.fun_add ((hg.fun_sub hid).const_mul β), ?_⟩
  have h : 1 < U / (2 * t) := by
    rw [lt_div_iff₀ (by positivity)]
    linarith
  linarith [mul_pos hβ (sub_pos.2 h)]
```

A calculation that starts exactly at $m=0$ has no error to amplify, and Anderson mixing does not supply one. If every stored iterate equals a fixed point $p$, each damped update is $p$, and

$$x_{\rm new}=\sum_i\alpha_i\,p=p$$

whenever the weights sum to one. This holds for every $\beta$ and every map `g` with `g p = p`, hence for the SCF map at $p=0$. It does not describe a history that is merely close to the fixed point. To leave the nonmagnetic solution, the calculation needs a symmetry-breaking perturbation or a different starting guess.

```lean
/-- If all stored iterates sit at one fixed point of `g` and the weights sum to one,
the Anderson step returns that fixed point. -/
theorem anderson_stalls {n : ℕ} {g : ℝ → ℝ} {p : ℝ} (β : ℝ) {α : Fin n → ℝ}
    (hα : ∑ i, α i = 1) (hp : g p = p) : andersonStep g β α (fun _ => p) = p := by
  simp only [andersonStep, hp, sub_self, mul_zero, add_zero]
  rw [← Finset.sum_mul, hα, one_mul]

end

end HubbardDimerSCF
```

```lean
#print axioms HubbardDimerSCF.hfEnergy_eq_dimerEnergy
#print axioms HubbardDimerSCF.stationary_maximum_and_minimizers
#print axioms HubbardDimerSCF.damped_scf_unstable
#print axioms HubbardDimerSCF.anderson_stalls
```

```
'HubbardDimerSCF.hfEnergy_eq_dimerEnergy' depends on axioms: [propext, Classical.choice, Quot.sound]
'HubbardDimerSCF.stationary_maximum_and_minimizers' depends on axioms: [propext, Classical.choice, Quot.sound]
'HubbardDimerSCF.damped_scf_unstable' depends on axioms: [propext, Classical.choice, Quot.sound]
'HubbardDimerSCF.anderson_stalls' depends on axioms: [propext, Classical.choice, Quot.sound]
```
